# With $\epsilon^{0123}=+1$, multiplying the Dirac spin tensor by $\gamma_5$ gives $i$ times its dual

## One dipole coupling counted twice

Three couplings of a spin-1/2 field $\psi$ to the electromagnetic field strength $F_{\mu\nu}$ that contain the spin tensor $\sigma^{\mu\nu}$ look independent: $\bar\psi\sigma^{\mu\nu}\psi F_{\mu\nu}$, the same term with the dual field $\tilde F^{\mu\nu}=\tfrac12\epsilon^{\mu\nu\rho\tau}F_{\rho\tau}$, and $\bar\psi\gamma_5\sigma^{\mu\nu}\psi F_{\mu\nu}$. Giving each its own constant introduces a parameter that no measurement can fix, because the last two are proportional. Relating them with the wrong sign reverses the sign of the electric dipole moment.

## The duality and its conventions

Let four elements $\gamma^\mu$ satisfy the Clifford relations

$$\gamma^\mu\gamma^\nu+\gamma^\nu\gamma^\mu=2g^{\mu\nu},\qquad g=\mathrm{diag}(1,-1,-1,-1),$$

and set $\sigma^{\mu\nu}=\tfrac i2[\gamma^\mu,\gamma^\nu]$, $\gamma_5=i\gamma^0\gamma^1\gamma^2\gamma^3$ and $\epsilon^{0123}=+1$. Then for all $\mu,\nu$

$$\gamma_5\sigma^{\mu\nu}=\tfrac i2\,\epsilon^{\mu\nu\rho\tau}\sigma_{\rho\tau}.$$

With the other common choice, $\epsilon^{0123}=-1$, the right-hand side changes sign.

In Lean this is `gamma5_sigma_duality`. The gammas are a function `γ : Fin 4 → A` into any complex algebra `A` with unit, and the hypothesis `IsDirac γ` is the Clifford relations. No matrix representation is chosen. The numbers `minkowski μ ν` serve as both $g^{\mu\nu}$ and $g_{\mu\nu}$, which are equal. `sigma` is the spin tensor, not a Pauli matrix, and has upper indices. `epsContract` lowers the indices of its argument and sums over all $\rho$ and $\tau$, so each unordered pair occurs twice; hence the factor $\tfrac12$.

A second theorem, `chiral_sigma_duality`, says that $S^{\mu\nu}=(1+\gamma_5)\sigma^{\mu\nu}$ obeys $S^{\mu\nu}=\tfrac i2\epsilon^{\mu\nu\rho\tau}S_{\rho\tau}$, and that $(1-\gamma_5)\sigma^{\mu\nu}$ obeys the relation with the opposite sign. The chiral projectors are $\tfrac12(1\pm\gamma_5)$; the factor $\tfrac12$ cancels from both sides.

The index set has exactly four values, so continuation to other dimensions is not treated. The theorems contain no spinor fields: placing the identity between $\bar\psi$ and $\psi$ is the step from the algebra to a physical coupling.

## Derivation from the Clifford relations

If $\mu=\nu$, both $\sigma^{\mu\mu}$ and $\epsilon^{\mu\mu\rho\tau}$ vanish, and the identity reads $0=0$.

Let $\mu\neq\nu$, and let $\rho,\tau$ be the two remaining indices in either order. There is no summation in the next steps. Different gammas anticommute, so reordering the product in $\gamma_5$ costs the sign of the permutation:

$$\gamma_5=i\,\epsilon^{\mu\nu\rho\tau}\gamma^\mu\gamma^\nu\gamma^\rho\gamma^\tau,\qquad \sigma^{\mu\nu}=i\gamma^\mu\gamma^\nu.$$

Multiply these and move the last pair $\gamma^\mu\gamma^\nu$ to the left past $\gamma^\rho\gamma^\tau$. That takes four exchanges, so the sign is unchanged:

$$\gamma_5\sigma^{\mu\nu}=-\epsilon^{\mu\nu\rho\tau}(\gamma^\mu\gamma^\nu)^2\gamma^\rho\gamma^\tau.$$

One more exchange gives $(\gamma^\mu\gamma^\nu)^2=-(\gamma^\mu)^2(\gamma^\nu)^2=-g^{\mu\mu}g^{\nu\nu}$. With $\gamma^\rho\gamma^\tau=-i\sigma^{\rho\tau}$,

$$\gamma_5\sigma^{\mu\nu}=-i\,\epsilon^{\mu\nu\rho\tau}g^{\mu\mu}g^{\nu\nu}\sigma^{\rho\tau}.$$

The product of all four diagonal metric entries is $-1$ and each entry is $\pm1$, so $g^{\mu\mu}g^{\nu\nu}=-g_{\rho\rho}g_{\tau\tau}$. Since $g_{\rho\rho}g_{\tau\tau}\sigma^{\rho\tau}=\sigma_{\rho\tau}$,

$$\gamma_5\sigma^{\mu\nu}=i\,\epsilon^{\mu\nu\rho\tau}\sigma_{\rho\tau}\quad\text{(no sum)}.$$

The full sum contains this term and the one with $\rho,\tau$ exchanged. They are equal, because both factors change sign, so half the sum gives the stated duality.

For the chiral version, reordering and squaring the gammas gives

$$\gamma_5^2=-(\gamma^0\gamma^1\gamma^2\gamma^3)^2=-(\gamma^0)^2(\gamma^1)^2(\gamma^2)^2(\gamma^3)^2=1,$$

where the reordering takes six exchanges. Hence $(1\pm\gamma_5)\gamma_5=\pm(1\pm\gamma_5)$. Multiplying the duality from the left by $1\pm\gamma_5$ gives the two relations.

## The electric dipole term and a single component

An electric dipole moment $d$ enters the Lagrangian as $-\tfrac i2 d\,\bar\psi\sigma^{\mu\nu}\gamma_5\psi F_{\mu\nu}$. Since $\gamma_5$ commutes with $\sigma^{\mu\nu}$, the duality turns this into

$$-\tfrac i2 d\cdot\tfrac i2\epsilon^{\mu\nu\rho\tau}\bar\psi\sigma_{\rho\tau}\psi F_{\mu\nu}=\tfrac d2\,\bar\psi\sigma_{\rho\tau}\psi\tilde F^{\rho\tau}.$$

This has the form of a magnetic (Pauli) term with the field replaced by its dual.

The smallest non-trivial case is one component, $\gamma_5\sigma^{01}=i\sigma^{23}$. In the Dirac representation $\sigma^{01}=i\alpha^1$ and $\sigma^{23}=\Sigma^1$, where $\alpha^k=\gamma^0\gamma^k$ and $\Sigma^k$ is twice the spin operator in units of $\hbar$. So $\gamma_5\alpha^1=\Sigma^1$. In relativistic electronic structure, this and its two companions let the kinetic term $c\,\boldsymbol\alpha\cdot\mathbf p$ of the one-electron Dirac Hamiltonian be written as $c\,\gamma_5\boldsymbol\Sigma\cdot\mathbf p$.

## The Lean file

```lean
import Mathlib

open Complex

namespace GammaFiveDuality

noncomputable section

set_option maxRecDepth 10000
set_option maxHeartbeats 400000

variable {A : Type*} [Ring A] [Algebra ℂ A]

/-- The Minkowski metric with signature (+,-,-,-). -/
def minkowski (μ ν : Fin 4) : ℂ :=
  if μ = ν then (if μ = 0 then 1 else -1) else 0

/-- The Clifford relations: the anticommutator of `γ^μ` and `γ^ν` is `2 g^(μν)`. -/
def IsDirac (γ : Fin 4 → A) : Prop :=
  ∀ μ ν, γ μ * γ ν + γ ν * γ μ = (2 * minkowski μ ν) • (1 : A)

/-- The spin tensor `σ^(μν) = (i/2) [γ^μ, γ^ν]`. -/
def sigma (γ : Fin 4 → A) (μ ν : Fin 4) : A :=
  (I / 2) • (γ μ * γ ν - γ ν * γ μ)

/-- The chirality element `γ5 = i γ^0 γ^1 γ^2 γ^3`. -/
def gamma5 (γ : Fin 4 → A) : A := I • (γ 0 * γ 1 * γ 2 * γ 3)

/-- The Levi-Civita symbol `ε^(μνρτ)`, as the sign of the product of all index differences. -/
def epsilon (μ ν ρ τ : Fin 4) : ℤ :=
  Int.sign (((ν.val : ℤ) - μ.val) * ((ρ.val : ℤ) - μ.val) * ((τ.val : ℤ) - μ.val) *
    ((ρ.val : ℤ) - ν.val) * ((τ.val : ℤ) - ν.val) * ((τ.val : ℤ) - ρ.val))

/-- Both indices of a tensor lowered with the metric: `T_(ρτ) = g_(ρα) g_(τβ) T^(αβ)`. -/
def lower (T : Fin 4 → Fin 4 → A) (ρ τ : Fin 4) : A :=
  ∑ α, ∑ β, (minkowski ρ α * minkowski τ β) • T α β

/-- The contraction `ε^(μνρτ) T_(ρτ)`, summed over all `ρ` and `τ`. -/
def epsContract (T : Fin 4 → Fin 4 → A) (μ ν : Fin 4) : A :=
  ∑ ρ, ∑ τ, (epsilon μ ν ρ τ : ℂ) • lower T ρ τ

/-- The Levi-Civita symbol has `ε^(0123) = +1` and changes sign when two neighbouring
indices are exchanged. -/
theorem epsilon_spec : epsilon 0 1 2 3 = 1 ∧ ∀ μ ν ρ τ : Fin 4,
    epsilon μ ν ρ τ = -epsilon ν μ ρ τ ∧ epsilon μ ν ρ τ = -epsilon μ ρ ν τ ∧
    epsilon μ ν ρ τ = -epsilon μ ν τ ρ := by
  decide +kernel

/-- Lowering both indices multiplies each component by two diagonal entries of the metric. -/
theorem lower_eq (T : Fin 4 → Fin 4 → A) (ρ τ : Fin 4) :
    lower T ρ τ = (minkowski ρ ρ * minkowski τ τ) • T ρ τ := by
  unfold lower
  refine (Finset.sum_eq_single ρ (fun α _ h => ?_) (by simp)).trans
    (Finset.sum_eq_single τ (fun β _ h => ?_) (by simp))
  · simp [minkowski, h.symm]
  · simp [minkowski, h.symm]

/-- For an antisymmetric tensor and `μ < ν`, `ε^(μνρτ) T_(ρτ)` is plus or minus twice the component
with the two complementary indices. -/
theorem epsContract_ordered {T : Fin 4 → Fin 4 → A} (hT : ∀ μ ν, T μ ν = -T ν μ) :
    epsContract T 0 1 = (2 : ℂ) • T 2 3 ∧ epsContract T 0 2 = (-2 : ℂ) • T 1 3 ∧
    epsContract T 0 3 = (2 : ℂ) • T 1 2 ∧ epsContract T 1 2 = (-2 : ℂ) • T 0 3 ∧
    epsContract T 1 3 = (2 : ℂ) • T 0 2 ∧ epsContract T 2 3 = (-2 : ℂ) • T 0 1 := by
  -- for fixed first indices only two values of the symbol survive
  have e01 : ∀ ρ τ, epsilon 0 1 ρ τ = if ρ = 2 ∧ τ = 3 then 1 else
      if ρ = 3 ∧ τ = 2 then -1 else 0 := by decide +kernel
  have e02 : ∀ ρ τ, epsilon 0 2 ρ τ = if ρ = 1 ∧ τ = 3 then -1 else
      if ρ = 3 ∧ τ = 1 then 1 else 0 := by decide +kernel
  have e03 : ∀ ρ τ, epsilon 0 3 ρ τ = if ρ = 1 ∧ τ = 2 then 1 else
      if ρ = 2 ∧ τ = 1 then -1 else 0 := by decide +kernel
  have e12 : ∀ ρ τ, epsilon 1 2 ρ τ = if ρ = 0 ∧ τ = 3 then 1 else
      if ρ = 3 ∧ τ = 0 then -1 else 0 := by decide +kernel
  have e13 : ∀ ρ τ, epsilon 1 3 ρ τ = if ρ = 0 ∧ τ = 2 then -1 else
      if ρ = 2 ∧ τ = 0 then 1 else 0 := by decide +kernel
  have e23 : ∀ ρ τ, epsilon 2 3 ρ τ = if ρ = 0 ∧ τ = 1 then 1 else
      if ρ = 1 ∧ τ = 0 then -1 else 0 := by decide +kernel
  refine ⟨?_, ?_, ?_, ?_, ?_, ?_⟩
  · simp [epsContract, lower_eq, Fin.sum_univ_four, e01, minkowski, hT 3 2]; module
  · simp [epsContract, lower_eq, Fin.sum_univ_four, e02, minkowski, hT 3 1]; module
  · simp [epsContract, lower_eq, Fin.sum_univ_four, e03, minkowski, hT 2 1]; module
  · simp [epsContract, lower_eq, Fin.sum_univ_four, e12, minkowski, hT 3 0]; module
  · simp [epsContract, lower_eq, Fin.sum_univ_four, e13, minkowski, hT 2 0]; module
  · simp [epsContract, lower_eq, Fin.sum_univ_four, e23, minkowski, hT 1 0]; module

/-- For gammas obeying the Clifford relations, `γ5` squares to one and turns each `σ^(μν)` with
`μ < ν` into `i` or `-i` times the one with the complementary indices in increasing order. -/
theorem gamma5_products {γ : Fin 4 → A} (h : IsDirac γ) :
    gamma5 γ * gamma5 γ = 1 ∧
    gamma5 γ * sigma γ 0 1 = I • sigma γ 2 3 ∧ gamma5 γ * sigma γ 0 2 = -(I • sigma γ 1 3) ∧
    gamma5 γ * sigma γ 0 3 = I • sigma γ 1 2 ∧ gamma5 γ * sigma γ 1 2 = -(I • sigma γ 0 3) ∧
    gamma5 γ * sigma γ 1 3 = I • sigma γ 0 2 ∧ gamma5 γ * sigma γ 2 3 = -(I • sigma γ 0 1) := by
  -- rules that bring a product of gammas into increasing order
  have sw : ∀ μ ν, ν < μ → γ μ * γ ν = -(γ ν * γ μ) := fun μ ν hlt => by
    apply eq_neg_of_add_eq_zero_left
    rw [h μ ν]
    simp [minkowski, hlt.ne']
  have sw' : ∀ μ ν x, ν < μ → γ μ * (γ ν * x) = -(γ ν * (γ μ * x)) := fun μ ν x hlt => by
    rw [← mul_assoc, sw μ ν hlt, neg_mul, mul_assoc]
  have sq : ∀ μ, γ μ * γ μ = minkowski μ μ • (1 : A) := fun μ => by
    have h2 : γ μ * γ μ = (1 / 2 : ℂ) • (γ μ * γ μ + γ μ * γ μ) := by module
    rw [h2, h μ μ]
    module
  have sq' : ∀ μ x, γ μ * (γ μ * x) = minkowski μ μ • x := fun μ x => by
    rw [← mul_assoc, sq, smul_mul_assoc, one_mul]
  have sg : ∀ μ ν, μ < ν → sigma γ μ ν = I • (γ μ * γ ν) := fun μ ν hlt => by
    rw [sigma, sw ν μ hlt]
    module
  refine ⟨?_, ?_, ?_, ?_, ?_, ?_, ?_⟩ <;>
    simp [gamma5, sg, sw, sw', sq, sq', mul_assoc, smul_smul, minkowski]

/-- Duality of the spin tensor: for gammas obeying the Clifford relations,
`γ5 σ^(μν) = (i/2) ε^(μνρτ) σ_(ρτ)` for all `μ` and `ν`. -/
theorem gamma5_sigma_duality {γ : Fin 4 → A} (h : IsDirac γ) (μ ν : Fin 4) :
    gamma5 γ * sigma γ μ ν = (I / 2) • epsContract (sigma γ) μ ν := by
  have anti : ∀ μ ν, sigma γ μ ν = -sigma γ ν μ := fun μ ν => by
    simp only [sigma]
    module
  obtain ⟨-, a01, a02, a03, a12, a13, a23⟩ := gamma5_products h
  obtain ⟨c01, c02, c03, c12, c13, c23⟩ := epsContract_ordered anti
  have pairs : ∀ μ ν : Fin 4, μ < ν → (μ = 0 ∧ ν = 1) ∨ (μ = 0 ∧ ν = 2) ∨ (μ = 0 ∧ ν = 3) ∨
      (μ = 1 ∧ ν = 2) ∨ (μ = 1 ∧ ν = 3) ∨ (μ = 2 ∧ ν = 3) := by decide
  -- the six ordered pairs
  have key : ∀ μ ν, μ < ν →
      gamma5 γ * sigma γ μ ν = (I / 2) • epsContract (sigma γ) μ ν := by
    intro μ ν hlt
    rcases pairs μ ν hlt with ⟨rfl, rfl⟩ | ⟨rfl, rfl⟩ | ⟨rfl, rfl⟩ | ⟨rfl, rfl⟩ |
      ⟨rfl, rfl⟩ | ⟨rfl, rfl⟩
    · rw [a01, c01]; module
    · rw [a02, c02]; module
    · rw [a03, c03]; module
    · rw [a12, c12]; module
    · rw [a13, c13]; module
    · rw [a23, c23]; module
  -- the remaining pairs follow by antisymmetry
  rcases lt_trichotomy μ ν with hlt | rfl | hlt
  · exact key μ ν hlt
  · simp [sigma, epsContract, epsilon]
  · have swap : epsContract (sigma γ) μ ν = -epsContract (sigma γ) ν μ := by
      simp only [epsContract, fun ρ τ => (epsilon_spec.2 μ ν ρ τ).1, Int.cast_neg, neg_smul,
        Finset.sum_neg_distrib]
    rw [anti μ ν, swap, mul_neg, key ν μ hlt, smul_neg]

/-- For gammas obeying the Clifford relations, `S = (1 + γ5) σ` satisfies
`S^(μν) = (i/2) ε^(μνρτ) S_(ρτ)`, and `(1 - γ5) σ` satisfies it with the opposite sign. -/
theorem chiral_sigma_duality {γ : Fin 4 → A} (h : IsDirac γ) (μ ν : Fin 4) :
    (1 + gamma5 γ) * sigma γ μ ν =
      (I / 2) • epsContract (fun ρ τ => (1 + gamma5 γ) * sigma γ ρ τ) μ ν ∧
    (1 - gamma5 γ) * sigma γ μ ν =
      -((I / 2) • epsContract (fun ρ τ => (1 - gamma5 γ) * sigma γ ρ τ) μ ν) := by
  have pull : ∀ c : A, epsContract (fun ρ τ => c * sigma γ ρ τ) μ ν =
      c * epsContract (sigma γ) μ ν := fun c => by
    simp only [epsContract, lower, Finset.mul_sum, mul_smul_comm]
  have sq := (gamma5_products h).1
  -- `γ5` acts as `+1` or `-1` next to the chiral factor
  have hp : (1 + gamma5 γ) * gamma5 γ = 1 + gamma5 γ := by
    rw [add_mul, one_mul, sq, add_comm]
  have hm : (1 - gamma5 γ) * gamma5 γ = -(1 - gamma5 γ) := by
    rw [sub_mul, one_mul, sq, neg_sub]
  constructor
  · rw [pull, ← mul_smul_comm, ← gamma5_sigma_duality h, ← mul_assoc, hp]
  · rw [pull, ← mul_smul_comm, ← gamma5_sigma_duality h, ← mul_assoc, hm, neg_mul, neg_neg]

/-- The three Pauli matrices. -/
def pauli : Fin 3 → Matrix (Fin 2) (Fin 2) ℂ :=
  ![!![0, 1; 1, 0], !![0, -I; I, 0], !![1, 0; 0, -1]]

/-- The four gamma matrices in the Dirac representation, in 2 by 2 blocks. -/
def diracGamma : Fin 4 → Matrix (Fin 2 ⊕ Fin 2) (Fin 2 ⊕ Fin 2) ℂ :=
  Matrix.vecCons (Matrix.fromBlocks 1 0 0 (-1))
    (fun k => Matrix.fromBlocks 0 (pauli k) (-pauli k) 0)

/-- The gamma matrices of the Dirac representation obey the Clifford relations. -/
theorem isDirac_witness : IsDirac diracGamma := by
  have g0 : diracGamma 0 = Matrix.fromBlocks 1 0 0 (-1) := rfl
  have gs : ∀ k : Fin 3, diracGamma k.succ =
      Matrix.fromBlocks 0 (pauli k) (-pauli k) 0 := fun _ => rfl
  -- the Pauli matrices anticommute and square to one
  have P : ∀ a b, pauli a * pauli b + pauli b * pauli a =
      (if a = b then 2 else 0 : ℂ) • (1 : Matrix (Fin 2) (Fin 2) ℂ) := by
    intro a b
    ext i j
    fin_cases a <;> fin_cases b <;> fin_cases i <;> fin_cases j <;>
      norm_num [pauli, Matrix.mul_apply, Fin.sum_univ_two, Matrix.one_apply]
  have m00 : 2 * minkowski 0 0 = 2 := by simp [minkowski]
  have m0s : ∀ b : Fin 3, 2 * minkowski 0 b.succ = 0 := fun b => by
    simp [minkowski, (Fin.succ_ne_zero b).symm]
  have ms0 : ∀ a : Fin 3, 2 * minkowski a.succ 0 = 0 := fun a => by
    simp [minkowski, Fin.succ_ne_zero a]
  have mss : ∀ a b : Fin 3, 2 * minkowski a.succ b.succ = -(if a = b then 2 else 0) := by
    intro a b
    by_cases hab : a = b <;> simp [minkowski, hab, Fin.succ_ne_zero]
  have key : ∀ μ ν, diracGamma μ * diracGamma ν + diracGamma ν * diracGamma μ =
      (2 * minkowski μ ν) • (1 : Matrix (Fin 2 ⊕ Fin 2) (Fin 2 ⊕ Fin 2) ℂ) := by
    intro μ ν
    rw [← Matrix.fromBlocks_one]
    cases μ using Fin.cases with
    | zero =>
      cases ν using Fin.cases with
      | zero =>
        simp only [g0, m00, Matrix.fromBlocks_multiply, Matrix.fromBlocks_add,
          Matrix.fromBlocks_smul, Matrix.fromBlocks_inj]
        refine ⟨?_, by simp, by simp, ?_⟩
        · simp only [mul_one, mul_zero, add_zero]
          module
        · simp only [neg_mul_neg, mul_one, mul_zero, zero_add]
          module
      | succ b =>
        simp [g0, gs, m0s, Matrix.fromBlocks_multiply, Matrix.fromBlocks_add]
    | succ a =>
      cases ν using Fin.cases with
      | zero =>
        simp [g0, gs, ms0, Matrix.fromBlocks_multiply, Matrix.fromBlocks_add]
      | succ b =>
        simp only [gs, mss, Matrix.fromBlocks_multiply, Matrix.fromBlocks_add,
          Matrix.fromBlocks_smul, Matrix.fromBlocks_inj]
        refine ⟨?_, by simp, by simp, ?_⟩
        · rw [neg_smul, ← P a b]
          noncomm_ring
        · rw [neg_smul, ← P a b]
          noncomm_ring
  exact key

end

end GammaFiveDuality
```

```lean
#print axioms GammaFiveDuality.gamma5_sigma_duality
#print axioms GammaFiveDuality.chiral_sigma_duality
```

```
'GammaFiveDuality.gamma5_sigma_duality' depends on axioms: [propext, Classical.choice, Quot.sound]
'GammaFiveDuality.chiral_sigma_duality' depends on axioms: [propext, Classical.choice, Quot.sound]
```

## From index tables to the duality

The hand derivation treats all pairs at once. Lean computes the two sides separately for the six pairs with $\mu<\nu$ and compares them.

**The contraction.** `epsilon_spec` confirms by evaluation over all indices that `epsilon` has the right normalisation and changes sign under neighbouring exchanges. `lower_eq` reduces the double sum with the metric to its diagonal term. In `epsContract_ordered`, the facts `e01` to `e23` list the two non-zero values of the symbol for each pair; antisymmetry then merges the two terms into twice one component.

**The product.** `gamma5_products` supplies `simp` with rewriting rules. `sw` exchanges two different gammas with a minus sign, `sq` replaces a square by its metric entry, and the primed versions do the same inside longer products. `sg` is the formula $\sigma^{\mu\nu}=i\gamma^\mu\gamma^\nu$ for $\mu<\nu$. These rules bring every product into increasing order, which yields the six components and $\gamma_5^2=1$.

**The comparison.** In `gamma5_sigma_duality`, `key` matches the two tables, with `module` checking the scalar factors. `lt_trichotomy` then splits the general case: $\mu<\nu$ is `key`, equal indices give zero on both sides, and $\mu>\nu$ follows from the antisymmetry of both sides.

**The chiral relations.** `pull` moves the constant factor $1\pm\gamma_5$ out of the contraction, while `hp` and `hm` are the two absorption rules for $\gamma_5$.

**The Dirac matrices.** `isDirac_witness` shows that the usual 4 by 4 matrices satisfy `IsDirac`, so both theorems apply to them. It multiplies them in 2 by 2 blocks and reduces the spatial relations to the anticommutators of the Pauli matrices, which are checked entry by entry.
